# Under pure dephasing by finitely many displaced oscillators, the electronic coherence returns arbitrarily close to its initial magnitude at arbitrarily late times

To describe how phonons destroy the phase relation between two electronic states, I could use a finite list of undamped modes or an infinite bath. I took a finite list, with angular frequencies w_j and Huang–Rhys factors S_j. Each S_j is the mean phonon number in the oscillator ground state of one electronic state, counted from the equilibrium position of the other. The coupling to the modes is linear and moves no population between the electronic states. With the bath initially in its ground state, the magnitude of the coherence, relative to its initial value, is

C(t) = exp(−∑_j S_j (1 − cos(w_j t))).

With several dozen unrelated frequencies, C can fall quickly and stay small for as long as I plot it. Is the coherence lost for good, or would it come back if I waited long enough? And does the answer depend on the bath being finite?

## All the phases realign together

It comes back. For every ε > 0 and every time T there is a later time t with C(t) > 1 − ε, whatever the finite set of frequencies. For an infinite bath this can fail, even when the sum in the exponent converges.

Start with one mode. The bath begins in the oscillator ground state of one electronic state. Seen from the equilibrium position of the other, this is a coherent state, whose phonon number n has the Poisson weight e^(−S) Sⁿ/n!. In time t the n-phonon component acquires the factor e^(−inwt), once the zero-point phase is removed. Write u(t) = e^(−iwt). The overlap of the state with its evolved self is

∑_n e^(−S) (Sⁿ/n!) u(t)ⁿ = e^(−S) e^(S u(t)) = exp(S(u(t) − 1)).

Since |e^z| = e^(Re z) and Re u(t) = cos(wt), its modulus is exp(−S(1 − cos(wt))). Independent modes multiply, so the bath overlap is

B(t) = ∏_j exp(S_j(u_j(t) − 1)), with |B(t)| = C(t).

Now look for a late time at which every u_j is close to 1. Put L = |T| + 1 and record the vector x_n = (u_j(nL))_j for n = 0, 1, 2, … All its components have modulus 1, so the vectors lie in a bounded closed region of a finite-dimensional space. Some subsequence x_φ(0), x_φ(1), … therefore converges, and for any δ > 0 there is an N with

|u_j(φ(N+1)L) − u_j(φ(N)L)| < δ for all j.

Let t = (φ(N+1) − φ(N))L. The indices φ increase strictly, so t ≥ L > T. Phase factors of successive intervals multiply, which gives

u_j(φ(N+1)L) − u_j(φ(N)L) = u_j(φ(N)L) (u_j(t) − 1).

The prefactor has modulus 1, hence |u_j(t) − 1| < δ for all j.

For any starting time s,

B(s + t) = ∏_j exp(S_j(u_j(s) u_j(t) − 1)).

This is a continuous function of the numbers u_j(t), and it equals B(s) when they are all 1. A small enough δ therefore gives |B(s + t) − B(s)| < ε. At s = 0 we have B(0) = 1, and so

|C(t) − 1| ≤ |B(t) − B(0)| < ε.

## A long-time limit would have to be 1

Suppose that C(t) tends to some c. Fix a time r and ε > 0. Beyond some N, C stays within ε/2 of c. Choose a delay t > N − r with |B(r + t) − B(r)| < ε/2. Then C(r) is within ε/2 of C(r + t), which is within ε/2 of c. As ε was arbitrary, C(r) = c for every r, and C(0) = 1 fixes c = 1. A finite bath whose coherence settles down has thus never dephased anything.

## An infinite bath that does not revive

Take w_j = 2^(−j) and S_j = 1 for j = 0, 1, 2, … From 1 − cos x ≤ x²/2, the exponent is bounded by (t²/2) ∑_j 4^(−j), so it converges. For t ≥ 1 choose n with 2ⁿ ≤ t < 2ⁿ⁺¹. Mode n then has a phase angle between 1 and 2, where the cosine is at most cos 1. The other terms are non-negative, so

C(t) ≤ exp(−(1 − cos 1)) ≈ 0.63 for all t ≥ 1.

At every such time some mode is out of phase. Finiteness of the bath therefore can't be weakened to convergence of the exponent. The total ∑_j S_j diverges here, so the example says nothing about infinite baths in which it is finite.

## What the Lean statements say

The modes are labelled by a finite type `ι`, and `S w : ι → ℝ` assign two real numbers to each. The frequencies may coincide, vanish or be negative, and there may be no modes at all, in which case the coherence is 1. The condition S_j ≥ 0 is absent because the argument never uses it. Physically S_j is a mean phonon number and so non-negative; then C ≤ 1, and a value above 1 − ε really is close to 1.

Two names need care. `phase w t` is the complex factor e^(−iwt), written u(t) above, and not an angle. `coherence S w t` is the normalised modulus C(t), and not the complex off-diagonal density-matrix element. The overlap B(t) is `bathOverlap S w t`, a product of the Poisson series `modeOverlap`.

`coherence_revives` is the answer to the main question: given `0 < ε` and any real `T`, there is a `t > T` with `1 - ε < coherence S w t`. `bathOverlap_recurs` is the stronger statement about the complex overlap and an arbitrary starting time `s`. In `coherence_eq_one_of_tendsto`, the hypothesis `hc` says that the coherence has the limit `c` as time goes to infinity. `infinite_bath_no_revival` writes its exponent directly as an infinite sum, because `coherence` is defined for finite baths only.

The step left to physics is the one from a Hamiltonian to the Poisson series: the file takes the series as the definition of the overlap and does not derive it from two electronic states coupled linearly to oscillators. The modes are harmonic, independent and undamped, and the electronic states exchange no population.

No bound on the recurrence time is given, so a plot on which C stays small doesn't conflict with the theorem. For simulations that replace an environment by finitely many such modes, the result means that the low coherence on the plotted interval is not a permanent loss within this pure-dephasing model.

```lean
import Mathlib

open Filter Topology

namespace FiniteBathRecurrence

noncomputable section

/-- The phase factor `exp(-i w t)` acquired in time `t` at angular frequency `w`. -/
def phase (w t : ℝ) : ℂ := Complex.exp (((-(w * t) : ℝ) : ℂ) * Complex.I)

/-- For `S ≥ 0`, the overlap of a displaced oscillator ground state with its time-evolved self,
zero-point phase removed: phonon number `n` has Poisson weight with mean `S` and evolves at
frequency `n w`. -/
def modeOverlap (S w t : ℝ) : ℂ :=
  ∑' n : ℕ, ((Real.exp (-S) * S ^ n / (n.factorial : ℝ) : ℝ) : ℂ) * phase (n * w) t

/-- Overlap for a bath of finitely many independent modes: the product of the mode overlaps. -/
def bathOverlap {ι : Type*} [Fintype ι] (S w : ι → ℝ) (t : ℝ) : ℂ :=
  ∏ j, modeOverlap (S j) (w j) t

/-- The coherence `exp(-∑ S_j (1 - cos(w_j t)))` left by a bath of finitely many modes. -/
def coherence {ι : Type*} [Fintype ι] (S w : ι → ℝ) (t : ℝ) : ℝ :=
  Real.exp (-∑ j, S j * (1 - Real.cos (w j * t)))

/-- Phases of successive time intervals multiply. -/
theorem phase_add (w s t : ℝ) : phase w (s + t) = phase w s * phase w t := by
  unfold phase
  rw [← Complex.exp_add]
  congr 1
  push_cast
  ring

/-- The Poisson sum over phonon numbers equals `exp(S (exp(-i w t) - 1))`. -/
theorem modeOverlap_eq (S w t : ℝ) :
    modeOverlap S w t = Complex.exp ((S : ℂ) * (phase w t - 1)) := by
  have hexp : Complex.exp ((S : ℂ) * phase w t)
      = ∑' n : ℕ, ((S : ℂ) * phase w t) ^ n / (n.factorial : ℂ) := by
    rw [Complex.exp_eq_exp_ℂ, NormedSpace.exp_eq_tsum_div]
  -- the n-phonon phase is the n-th power of the one-phonon phase
  have hpow : ∀ n : ℕ, phase (n * w) t = phase w t ^ n := by
    intro n
    unfold phase
    rw [← Complex.exp_nat_mul]
    congr 1
    push_cast
    ring
  have hterm : ∀ n : ℕ,
      ((Real.exp (-S) * S ^ n / (n.factorial : ℝ) : ℝ) : ℂ) * phase (n * w) t
        = Complex.exp (-(S : ℂ)) * (((S : ℂ) * phase w t) ^ n / (n.factorial : ℂ)) := by
    intro n
    rw [hpow]
    push_cast
    ring
  unfold modeOverlap
  rw [tsum_congr hterm, tsum_mul_left, ← hexp, ← Complex.exp_add]
  congr 1
  ring

/-- The coherence is the modulus of the bath overlap. -/
theorem norm_bathOverlap {ι : Type*} [Fintype ι] (S w : ι → ℝ) (t : ℝ) :
    ‖bathOverlap S w t‖ = coherence S w t := by
  unfold bathOverlap coherence
  rw [norm_prod, ← Finset.sum_neg_distrib, Real.exp_sum]
  refine Finset.prod_congr rfl fun j _ => ?_
  have hre : (phase (w j) t).re = Real.cos (w j * t) := by
    unfold phase
    rw [Complex.exp_ofReal_mul_I_re, Real.cos_neg]
  rw [modeOverlap_eq, Complex.norm_exp, Complex.re_ofReal_mul, Complex.sub_re, hre,
    Complex.one_re]
  congr 1
  ring

/-- Finitely many phases `exp(-i w_j t)` all come arbitrarily close to 1 at a common time
later than any given `T`. -/
theorem phases_recur {ι : Type*} [Fintype ι] (w : ι → ℝ) {δ : ℝ} (hδ : 0 < δ) (T : ℝ) :
    ∃ t > T, ∀ j, ‖phase (w j) t - 1‖ < δ := by
  have hnorm : ∀ a b : ℝ, ‖phase a b‖ = 1 := fun a b => Complex.norm_exp_ofReal_mul_I _
  -- sample the phases at multiples of a time step longer than T
  let L : ℝ := |T| + 1
  let x : ℕ → ι → ℂ := fun n j => phase (w j) (n * L)
  have hx : ∀ n, x n ∈ Metric.closedBall (0 : ι → ℂ) 1 := by
    intro n
    rw [mem_closedBall_zero_iff, pi_norm_le_iff_of_nonneg zero_le_one]
    exact fun j => (hnorm _ _).le
  -- compactness: two different samples nearly coincide
  obtain ⟨a, _, φ, hφ, hlim⟩ := (isCompact_closedBall (0 : ι → ℂ) 1).tendsto_subseq hx
  obtain ⟨N, hN⟩ := Metric.cauchySeq_iff.1 hlim.cauchySeq δ hδ
  have hclose : dist (x (φ (N + 1))) (x (φ N)) < δ := hN (N + 1) (Nat.le_succ N) N le_rfl
  have hstep : (φ N : ℝ) + 1 ≤ (φ (N + 1) : ℝ) := by
    exact_mod_cast hφ (Nat.lt_succ_self N)
  have hL : T < L := lt_of_le_of_lt (le_abs_self T) (lt_add_one _)
  have hL0 : 0 < L := by positivity
  refine ⟨((φ (N + 1) : ℝ) - φ N) * L, ?_, fun j => ?_⟩
  · have : 0 ≤ ((φ (N + 1) : ℝ) - φ N - 1) * L := mul_nonneg (by linarith) hL0.le
    show T < _
    linarith
  · -- the elapsed time between the two samples is the recurrence time
    have hj : dist (x (φ (N + 1)) j) (x (φ N) j) < δ :=
      lt_of_le_of_lt (dist_le_pi_dist _ _ j) hclose
    have hsplit : x (φ (N + 1)) j
        = x (φ N) j * phase (w j) (((φ (N + 1) : ℝ) - φ N) * L) := by
      show phase _ _ = phase _ _ * phase _ _
      rw [← phase_add]
      congr 1
      ring
    have hone : ‖x (φ N) j‖ = 1 := hnorm _ _
    rw [dist_eq_norm, hsplit, ← mul_sub_one, norm_mul, hone, one_mul] at hj
    exact hj

/-- The overlap of a finite bath returns arbitrarily closely to its value at any time `s`,
after a delay longer than any given `T`. -/
theorem bathOverlap_recurs {ι : Type*} [Fintype ι] (S w : ι → ℝ) (s : ℝ) {ε : ℝ}
    (hε : 0 < ε) (T : ℝ) :
    ∃ t > T, ‖bathOverlap S w (s + t) - bathOverlap S w s‖ < ε := by
  -- the overlap is a continuous function of the phases
  have hG : Continuous (fun z : ι → ℂ =>
      ∏ j, Complex.exp ((S j : ℂ) * (phase (w j) s * z j - 1))) :=
    continuous_finsetProd _ (fun j _ => by fun_prop)
  obtain ⟨δ, hδ, h⟩ := Metric.continuous_iff.1 hG (fun _ => 1) ε hε
  obtain ⟨t, hT, ht⟩ := phases_recur w hδ T
  have hd := h (fun j => phase (w j) t)
    ((dist_pi_lt_iff hδ).2 fun j => by simpa only [dist_eq_norm] using ht j)
  refine ⟨t, hT, ?_⟩
  simpa only [bathOverlap, modeOverlap_eq, phase_add, mul_one, dist_eq_norm] using hd

/-- For finitely many modes the coherence exceeds `1 - ε` at some time later than `T`,
for every `ε > 0` and every `T`. -/
theorem coherence_revives {ι : Type*} [Fintype ι] (S w : ι → ℝ) {ε : ℝ} (hε : 0 < ε)
    (T : ℝ) : ∃ t > T, 1 - ε < coherence S w t := by
  obtain ⟨t, hT, ht⟩ := bathOverlap_recurs S w 0 hε T
  have h := lt_of_le_of_lt (abs_norm_sub_norm_le _ _) ht
  have h0 : coherence S w 0 = 1 := by simp [coherence]
  rw [norm_bathOverlap, norm_bathOverlap, zero_add, h0] at h
  exact ⟨t, hT, by linarith [(abs_lt.1 h).1]⟩

/-- If the coherence of a finite bath has a long-time limit, then it equals 1 at all times. -/
theorem coherence_eq_one_of_tendsto {ι : Type*} [Fintype ι] (S w : ι → ℝ) {c : ℝ}
    (hc : Tendsto (coherence S w) atTop (𝓝 c)) (s : ℝ) : coherence S w s = 1 := by
  have key : ∀ r, coherence S w r = c := by
    intro r
    refine eq_of_forall_dist_le fun ε hε => ?_
    obtain ⟨N, hN⟩ := Metric.tendsto_atTop.1 hc (ε / 2) (half_pos hε)
    -- a late time at which the value at r is nearly restored
    obtain ⟨t, hT, ht⟩ := bathOverlap_recurs S w r (half_pos hε) (N - r)
    have h1 := lt_of_le_of_lt (abs_norm_sub_norm_le _ _) ht
    rw [norm_bathOverlap, norm_bathOverlap] at h1
    have h2 := hN (r + t) (by linarith)
    rw [Real.dist_eq] at h2 ⊢
    rw [abs_lt] at h1 h2
    exact abs_le.2 ⟨by linarith [h1.2, h2.1], by linarith [h1.1, h2.2]⟩
  have h0 : coherence S w 0 = 1 := by simp [coherence]
  rw [key s, ← key 0, h0]

/-- For the infinite bath with `w_j = 2^(-j)` and `S_j = 1`, the exponent converges and the
coherence stays below a fixed number less than 1 at all times `t ≥ 1`. -/
theorem infinite_bath_no_revival {t : ℝ} (ht : 1 ≤ t) :
    Summable (fun j : ℕ => 1 - Real.cos ((1 / 2) ^ j * t)) ∧
    Real.exp (-∑' j : ℕ, (1 - Real.cos ((1 / 2) ^ j * t))) ≤ Real.exp (-(1 - Real.cos 1)) ∧
    Real.exp (-(1 - Real.cos 1)) < 1 := by
  have hpi := Real.pi_gt_three
  have hnn : ∀ j : ℕ, 0 ≤ 1 - Real.cos ((1 / 2) ^ j * t) :=
    fun j => sub_nonneg.2 (Real.cos_le_one _)
  have hs : Summable (fun j : ℕ => 1 - Real.cos ((1 / 2) ^ j * t)) := by
    have hgeo : Summable (fun j : ℕ => (1 / 4 : ℝ) ^ j * (t ^ 2 / 2)) :=
      (summable_geometric_of_lt_one (by norm_num) (by norm_num)).mul_right _
    refine Summable.of_nonneg_of_le hnn (fun j => ?_) hgeo
    have hq : ((1 / 2 : ℝ) ^ j) ^ 2 = (1 / 4) ^ j := by
      rw [← pow_mul, mul_comm, pow_mul]
      norm_num
    have hcos := Real.one_sub_sq_div_two_le_cos (x := (1 / 2 : ℝ) ^ j * t)
    rw [mul_pow, hq] at hcos
    linarith
  refine ⟨hs, Real.exp_le_exp.2 (neg_le_neg ?_), ?_⟩
  · -- at each time some mode has a phase angle between 1 and 2
    obtain ⟨n, h1, h2⟩ := exists_nat_pow_near ht (one_lt_two : (1 : ℝ) < 2)
    have hp : (0 : ℝ) ≤ (1 / 2) ^ n := by positivity
    have hu : (1 / 2 : ℝ) ^ n * 2 ^ n = 1 := by
      rw [← mul_pow]
      norm_num
    have hlo := mul_le_mul_of_nonneg_left h1 hp
    have hhi := mul_le_mul_of_nonneg_left h2.le hp
    rw [pow_succ, ← mul_assoc, hu] at hhi
    rw [hu] at hlo
    have hcos : Real.cos ((1 / 2) ^ n * t) ≤ Real.cos 1 :=
      Real.cos_le_cos_of_nonneg_of_le_pi zero_le_one (by linarith) hlo
    have hle := hs.le_tsum n (fun j _ => hnn j)
    linarith
  · have hcos : Real.cos 1 < Real.cos 0 :=
      Real.cos_lt_cos_of_nonneg_of_le_pi le_rfl (by linarith) zero_lt_one
    rw [Real.cos_zero] at hcos
    exact Real.exp_lt_one_iff.2 (by linarith)

end

end FiniteBathRecurrence
```

```lean
#print axioms FiniteBathRecurrence.coherence_revives
#print axioms FiniteBathRecurrence.coherence_eq_one_of_tendsto
#print axioms FiniteBathRecurrence.infinite_bath_no_revival
```

```
'FiniteBathRecurrence.coherence_revives' depends on axioms: [propext, Classical.choice, Quot.sound]
'FiniteBathRecurrence.coherence_eq_one_of_tendsto' depends on axioms: [propext, Classical.choice, Quot.sound]
'FiniteBathRecurrence.infinite_bath_no_revival' depends on axioms: [propext, Classical.choice, Quot.sound]
```

## From the Poisson sum to the revival in Lean

`modeOverlap_eq` sums the Poisson series. Its step `hpow` shows that the n-phonon factor is the n-th power of the one-phonon factor, `hterm` takes e^(−S) out of each term, and `hexp` recognises what remains as the exponential series. `norm_bathOverlap` then takes the modulus of the product mode by mode, using the real part of `phase` found in `hre`.

`phases_recur` is the sampling argument. The vectors `x n` lie in the closed unit ball for the largest-component norm. `tendsto_subseq` extracts the convergent subsequence, and the Cauchy property supplies the two close samples in `hclose`. `hstep` says that their indices differ by at least 1, which makes the delay longer than `T`. `hsplit` uses `phase_add` to factor the later sample, and `hone` removes the prefactor of modulus 1.

In `bathOverlap_recurs`, `hG` is the continuity of the product of exponentials as a function of the phase factors. Applied at the point where all of them equal 1, it turns the tolerance `ε` into a `δ`, which is handed to `phases_recur`.

`coherence_revives` sets the starting time to 0 and passes from overlaps to moduli with `abs_norm_sub_norm_le`, the inequality | |a| − |b| | ≤ |a − b|. In `coherence_eq_one_of_tendsto`, the intermediate claim `key` is the two-halves-of-ε estimate, showing that the coherence equals `c` at every time; comparison with time 0 finishes it.

For the infinite bath, `hs` compares the exponent with a geometric series. `exists_nat_pow_near` finds the largest power of 2 that does not exceed `t`, and `hlo` and `hhi` place the phase angle of that mode between 1 and 2. Monotonicity of the cosine bounds its term from below, and `le_tsum` says that the whole sum is at least as large as this one term. The last part uses cos 1 < cos 0 to show that the bound is strictly less than 1.
